# The ultrasoft link overlap is conjugated on reversal when the augmentation functions are Hermitian

The states and projectors at the two ends of a link between k-points are taken as vectors of one complex inner product space $H$. This fits the cell-periodic parts of Bloch states, which obey the same boundary conditions at every k-point. Once these vectors are given, the link vector $b$ enters the overlap only through the augmentation charges, and these are computed as integrals of given functions of position, so their behaviour under $b\to-b$ can be derived.

The inner product $\langle u,v\rangle$ is conjugate-linear in $u$, both in the text and in Lean's `inner ℂ u v`. The space $H$ may have infinite dimension, the projector index runs over a finite set `ι`, and position space is three-dimensional.

```lean
import Mathlib

open Matrix MeasureTheory
open scoped ComplexConjugate

namespace UltrasoftLinkOverlap

noncomputable section

/-- Real space in three dimensions. -/
abbrev Space3 := EuclideanSpace ℝ (Fin 3)
```

## Charges, overlap and the operator S

Let $Q_{ij}(r)$ be the augmentation functions, continuous and of compact support. Their charges at link vector $b$ are
$$Q_{ij}(b)=\int Q_{ij}(r)\,e^{-i b\cdot r}\,dr .$$

```lean
variable {ι n H : Type*} [Fintype ι] [NormedAddCommGroup H] [InnerProductSpace ℂ H]

/-- The augmentation charges `Q_ij(b) = ∫ Q_ij(r) exp(-i b·r) dr` of continuous augmentation
functions with compact support. -/
def charge (Q : ι → ι → CompactlySupportedContinuousMap Space3 ℂ) (b : Space3) :
    Matrix ι ι ℂ :=
  Matrix.of fun i j => ∫ r, Q i j r * Complex.exp (-(Complex.I * ((inner ℝ b r : ℝ) : ℂ)))
```

Let $u,\beta_i$ belong to the k-point where the link starts and $u',\beta'_j$ to the one where it ends. The ultrasoft overlap is
$$M=\langle u,u'\rangle+\sum_{ij}Q_{ij}\,\langle u,\beta_i\rangle\langle\beta'_j,u'\rangle .$$
In `overlap` the matrix $Q$ is arbitrary; the physical case inserts `charge Q b`.

```lean
/-- The ultrasoft overlap `⟨u,u'⟩ + ∑ Q_ij ⟨u,β_i⟩⟨β'_j,u'⟩` between the two ends of a link. -/
def overlap (Q : Matrix ι ι ℂ) (β β' : ι → H) (u u' : H) : ℂ :=
  inner ℂ u u' + ∑ i, ∑ j, Q i j * inner ℂ u (β i) * inner ℂ (β' j) u'
```

At a single k-point, with a charge matrix $q$, the overlap operator acts as
$$Sv=v+\sum_{ij}q_{ij}\langle\beta_j,v\rangle\,\beta_i .$$
Physically $q$ is $Q(b)$ at $b=0$, but the definition accepts any matrix.

```lean
/-- The ultrasoft overlap operator `S = 1 + ∑ q_ij |β_i⟩⟨β_j|` at a single k-point. -/
def sOp (q : Matrix ι ι ℂ) (β : ι → H) (v : H) : H :=
  v + ∑ i, ∑ j, (q i j * inner ℂ (β j) v) • β i
```

## Reversing one link

Conjugation swaps the arguments of each inner product:
$$\overline{M}=\langle u',u\rangle+\sum_{ij}\overline{Q_{ij}}\,\langle\beta_i,u\rangle\langle u',\beta'_j\rangle .$$
Renaming $i\leftrightarrow j$ gives $\sum_{ij}\overline{Q_{ji}}\,\langle u',\beta'_i\rangle\langle\beta_j,u\rangle$ for the second term. This is the overlap with the ends exchanged and $Q$ replaced by its adjoint $Q^\dagger$.

```lean
/-- Complex conjugation of the overlap exchanges the ends of the link and replaces the
charge matrix by its adjoint. -/
theorem conj_overlap (Q : Matrix ι ι ℂ) (β β' : ι → H) (u u' : H) :
    conj (overlap Q β β' u u') = overlap Qᴴ β' β u' u := by
  simp only [overlap, map_add, map_sum, map_mul, inner_conj_symm, conjTranspose_apply]
  congr 1
  rw [Finset.sum_comm]
  refine Finset.sum_congr rfl fun i _ => Finset.sum_congr rfl fun j _ => ?_
  rw [starRingEnd_apply]
  ring
```

In the proof, `inner_conj_symm` performs the swap and `Finset.sum_comm` the renaming.

Now assume $Q_{ji}(r)=\overline{Q_{ij}(r)}$ at every point. This holds for the usual construction, in which $Q_{ij}(r)$ is the difference between products $\overline{\phi_i}\phi_j$ of all-electron and of pseudo partial waves; any later smoothing of $Q_{ij}(r)$ must preserve it. Then
$$\overline{Q_{ji}(b)}=\int\overline{Q_{ji}(r)}\,e^{+ib\cdot r}\,dr=\int Q_{ij}(r)\,e^{-i(-b)\cdot r}\,dr=Q_{ij}(-b),$$
that is, $Q(-b)=Q(b)^\dagger$.

```lean
omit [Fintype ι] in
/-- If the augmentation functions are Hermitian in their indices at every point of space,
then `Q(-b) = Q(b)ᴴ`. -/
theorem charge_neg (Q : ι → ι → CompactlySupportedContinuousMap Space3 ℂ)
    (hQ : ∀ i j r, Q j i r = conj (Q i j r)) (b : Space3) :
    charge Q (-b) = (charge Q b)ᴴ := by
  ext i j
  simp only [charge, Matrix.of_apply, conjTranspose_apply]
  rw [← starRingEnd_apply, ← integral_conj]
  congr 1
  funext r
  -- conjugation reverses the sign of the phase
  rw [map_mul, ← hQ j i r, ← Complex.exp_conj]
  congr 2
  simp [inner_neg_left]
```

The lemma `integral_conj` moves the conjugation inside the integral, and the hypothesis `hQ` then turns $\overline{Q_{ji}(r)}$ into $Q_{ij}(r)$.

Combining the two results, the overlap built with $Q(-b)$ and exchanged ends is $\overline{M}$. The states need not be normalized or be eigenstates of anything.

```lean
/-- For augmentation functions that are Hermitian in their indices, the ultrasoft overlap of
the reversed link is the complex conjugate of the overlap of the link. -/
theorem overlap_reverse_link (Q : ι → ι → CompactlySupportedContinuousMap Space3 ℂ)
    (hQ : ∀ i j r, Q j i r = conj (Q i j r)) (b : Space3) (β β' : ι → H) (u u' : H) :
    overlap (charge Q (-b)) β' β u' u = conj (overlap (charge Q b) β β' u u') := by
  rw [conj_overlap, charge_neg Q hQ]
```

For a numerical instance, take one projector at each end, $\beta=(1,1)$ and $\beta'=(1,-1)$ in $\mathbb C^2$, with $u=(1,0)/\sqrt2$, $u'=(0,1)/\sqrt2$ and $Q(b)=0.8-0.4i$. Here $\langle u,u'\rangle=0$, $\langle u,\beta\rangle=1/\sqrt2$ and $\langle\beta',u'\rangle=-1/\sqrt2$, so $M=-\tfrac12(0.8-0.4i)=-0.4+0.2i$. The reversed link has $Q(-b)=0.8+0.4i$ and the same two real factors, which gives $-0.4-0.2i$.

## When the adjoint is forced

Suppose the reversed link carries some charge matrix $P$, and the overlap is conjugated for all $u,u'\in H$. Put $D=P-Q^\dagger$. Subtracting the two expressions leaves
$$\sum_{ij}D_{ij}\,\langle u',\beta'_i\rangle\langle\beta_j,u\rangle=0\quad\text{for all }u,u'.$$
Hence the vector $\sum_i\big(\sum_jD_{ij}\langle\beta_j,u\rangle\big)\beta'_i$ is orthogonal to every $u'$ and vanishes. If the $\beta'_i$ are linearly independent, $\sum_jD_{ij}\langle\beta_j,u\rangle=0$ for each $i$ and all $u$. This sum is $\big\langle\sum_j\overline{D_{ij}}\,\beta_j,u\big\rangle$, so independence of the $\beta_j$ gives $D=0$. The other direction is the conjugation formula above.

```lean
/-- For linearly independent projectors at each end, the overlap is conjugated on reversal for
all pairs of states exactly when the charge matrix of the reversed link is the adjoint. -/
theorem reverse_iff_adjoint (P Q : Matrix ι ι ℂ) (β β' : ι → H)
    (hβ : LinearIndependent ℂ β) (hβ' : LinearIndependent ℂ β') :
    (∀ u u', overlap P β' β u' u = conj (overlap Q β β' u u')) ↔ P = Qᴴ := by
  constructor
  · intro h
    -- strip the projectors at one end
    have h1 : ∀ u, ∑ i, (∑ j, (P i j - Qᴴ i j) * inner ℂ (β j) u) • β' i = 0 := by
      intro u
      apply ext_inner_left ℂ
      intro u'
      have h0 := h u u'
      rw [conj_overlap] at h0
      have h2 := sub_eq_zero.mpr (add_left_cancel h0)
      rw [inner_zero_right, inner_sum, ← h2]
      simp only [inner_smul_right, Finset.sum_mul, ← Finset.sum_sub_distrib]
      refine Finset.sum_congr rfl fun i _ => Finset.sum_congr rfl fun j _ => ?_
      ring
    ext i j
    -- strip the projectors at the other end
    have h3 : ∑ j, conj (P i j - Qᴴ i j) • β j = 0 := by
      apply ext_inner_right ℂ
      intro u
      rw [inner_zero_left, sum_inner]
      simp only [inner_smul_left, Complex.conj_conj]
      exact Fintype.linearIndependent_iff.mp hβ' _ (h1 u) i
    have h4 := Fintype.linearIndependent_iff.mp hβ _ h3 j
    exact sub_eq_zero.mp ((map_eq_zero (starRingEnd ℂ)).mp h4)
  · rintro rfl u u'
    rw [conj_overlap]
```

The steps `h1` and `h3` are the two vanishing vectors. The condition ranges over all vectors of $H$; agreement on a few occupied bands is weaker and does not determine $P$ in general.

## Strings of k-points

With several bands, the overlaps on a link form a matrix $M_{ml}$, where $m$ labels the bands at the start and $l$ those at the end.

```lean
/-- The matrix of ultrasoft overlaps between the bands at the two ends of a link `b`. -/
def link (Q : ι → ι → CompactlySupportedContinuousMap Space3 ℂ) (b : Space3)
    (β β' : ι → H) (u u' : n → H) : Matrix n n ℂ :=
  Matrix.of fun m l => overlap (charge Q b) β β' (u m) (u' l)
```

Write $M_N$ for the matrix on the link from k-point $N$ to k-point $N+1$. The forward product obeys $F_0=1$ and $F_{N+1}=F_NM_N$.

```lean
variable [Fintype n] [DecidableEq n]

/-- The ordered product of the link matrices along the first `N` links of a string of k-points. -/
def forward (Q : ι → ι → CompactlySupportedContinuousMap Space3 ℂ) (b : ℕ → Space3)
    (β : ℕ → ι → H) (u : ℕ → n → H) : ℕ → Matrix n n ℂ
  | 0 => 1
  | N + 1 => forward Q b β u N * link Q (b N) (β N) (β (N + 1)) (u N) (u (N + 1))
```

Write $\widetilde M_N$ for the matrix of the same link traversed backwards, with $-b_N$ and the ends exchanged. The backward product obeys $B_0=1$ and $B_{N+1}=\widetilde M_NB_N$.

```lean
/-- The ordered product of the reversed link matrices, from k-point `N` back to k-point `0`. -/
def backward (Q : ι → ι → CompactlySupportedContinuousMap Space3 ℂ) (b : ℕ → Space3)
    (β : ℕ → ι → H) (u : ℕ → n → H) : ℕ → Matrix n n ℂ
  | 0 => 1
  | N + 1 => link Q (-b N) (β (N + 1)) (β N) (u (N + 1)) (u N) * backward Q b β u N
```

The single-link result, read entry by entry, says $\widetilde M_N=M_N^\dagger$. If $B_N=F_N^\dagger$, then
$$B_{N+1}=M_N^\dagger F_N^\dagger=(F_NM_N)^\dagger=F_{N+1}^\dagger ,$$
and the case $N=0$ is $1=1^\dagger$.

```lean
/-- For augmentation functions that are Hermitian in their indices, the product along the
reversed string is the adjoint of the product along the string. -/
theorem backward_eq_adjoint (Q : ι → ι → CompactlySupportedContinuousMap Space3 ℂ)
    (hQ : ∀ i j r, Q j i r = conj (Q i j r)) (b : ℕ → Space3)
    (β : ℕ → ι → H) (u : ℕ → n → H) (N : ℕ) :
    backward Q b β u N = (forward Q b β u N)ᴴ := by
  induction N with
  | zero => simp [forward, backward]
  | succ N ih =>
    rw [forward, backward, conjTranspose_mul, ih]
    congr 1
    ext m l
    exact overlap_reverse_link Q hQ (b N) (β N) (β (N + 1)) (u N l) (u (N + 1) m)
```

The induction in Lean is the same: `conjTranspose_mul` reverses the order of the factors, and `overlap_reverse_link` supplies the new one.

Since $\det F^\dagger=\overline{\det F}$, a forward determinant $r e^{i\varphi}$ with real $r$ and $\varphi$ becomes $r e^{-i\varphi}$ on the reversed string.

```lean
/-- For augmentation functions that are Hermitian in their indices, a string determinant
`r exp(iφ)` becomes `r exp(-iφ)` when the string is reversed. -/
theorem string_phase_reverse (Q : ι → ι → CompactlySupportedContinuousMap Space3 ℂ)
    (hQ : ∀ i j r, Q j i r = conj (Q i j r)) (b : ℕ → Space3)
    (β : ℕ → ι → H) (u : ℕ → n → H) (N : ℕ) (r φ : ℝ)
    (h : (forward Q b β u N).det = r * Complex.exp (φ * Complex.I)) :
    (backward Q b β u N).det = r * Complex.exp (-(φ * Complex.I)) := by
  rw [backward_eq_adjoint Q hQ, det_conjTranspose, h, ← starRingEnd_apply, map_mul,
    Complex.conj_ofReal, ← Complex.exp_conj, map_mul, Complex.conj_I, Complex.conj_ofReal,
    mul_neg]
```

Let the factor in front of the exponential be positive, so that $\varphi$ is the phase of the determinant. In the Berry-phase treatment of polarization for independent electrons, $\varphi$ is then, up to a sign convention, the discretized phase of one string, and it changes sign with the direction of travel, as it should. The theorem holds for any finite string; the closing condition $u_N=e^{-iG\cdot r}u_0$, with $G$ a reciprocal lattice vector, is not imposed.

In a calculation the same identity appears in the overlap matrices used to construct Wannier functions. A code that has computed $M$ for the link from $k$ to $k+b$ can fill in the link from $k+b$ back to $k$ by conjugate transposition, or compute both and compare them. A mismatch can reveal charges that violate $Q(-b)=Q(b)^\dagger$, or projectors that differ between the two calculations. Errors that respect the identity go unnoticed, for example a wrong phase in projectors that are used in both directions, or the wrong sign of $b$ in both charges.

## Inserting S from the starting k-point

If both ends have the same projectors and the overlap is formed with the same charge matrix $q$ as $S$, it reduces to a matrix element of $S$. Physically this is the case $b=0$, since a link with $b\neq0$ carries $Q(b)$ instead of $Q(0)$. The matrix element is
$$\langle u,Sv\rangle=\langle u,v\rangle+\sum_{ij}q_{ij}\langle\beta_j,v\rangle\langle u,\beta_i\rangle .$$

```lean
/-- With the same projectors at both ends, the ultrasoft overlap is the matrix element of `S`. -/
theorem inner_sOp (q : Matrix ι ι ℂ) (β : ι → H) (u v : H) :
    inner ℂ u (sOp q β v) = overlap q β β u v := by
  simp only [sOp, overlap, inner_add_right, inner_sum, inner_smul_right]
  congr 1
  refine Finset.sum_congr rfl fun i _ => Finset.sum_congr rfl fun j _ => ?_
  ring
```

This may suggest using $\langle u,Su'\rangle$ on a link, with $S$ taken from the k-point where the link starts. The reversed link then uses $S'$, built from $\beta'$, and the conjugation can fail. The vectors of the numerical instance show this, with $q=1$ at both ends.

```lean
/-- A single projector `(1, s)` in `ℂ²`. -/
def proj (s : ℂ) : Fin 1 → EuclideanSpace ℂ (Fin 2) := fun _ => !₂[1, s]

/-- The state `(1, 0)/√2`. -/
def uL : EuclideanSpace ℂ (Fin 2) := !₂[(((Real.sqrt 2)⁻¹ : ℝ) : ℂ), 0]

/-- The state `(0, 1)/√2`. -/
def uR : EuclideanSpace ℂ (Fin 2) := !₂[0, (((Real.sqrt 2)⁻¹ : ℝ) : ℂ)]
```

Both states are normalized in their own metric:
$$\langle u,Su\rangle=\tfrac12+\tfrac1{\sqrt2}\cdot\tfrac1{\sqrt2}=1,\qquad \langle u',S'u'\rangle=\tfrac12+\Big(-\tfrac1{\sqrt2}\Big)^2=1 .$$
The link values are
$$\langle u,Su'\rangle=\langle u,\beta\rangle\langle\beta,u'\rangle=\tfrac1{\sqrt2}\cdot\tfrac1{\sqrt2}=\tfrac12,$$
$$\langle u',S'u\rangle=\langle u',\beta'\rangle\langle\beta',u\rangle=-\tfrac1{\sqrt2}\cdot\tfrac1{\sqrt2}=-\tfrac12 .$$
Both are real, so conjugation would require them to be equal.

```lean
/-- With `q = 1` and projectors `(1,1)` and `(1,-1)`, the states `(1,0)/√2` and `(0,1)/√2` are
normalized in `S` and `S'`, yet `⟨u,S u'⟩ = 1/2` while `⟨u',S' u⟩ = -1/2`. -/
theorem sOp_not_conjugated :
    inner ℂ uL (sOp 1 (proj 1) uL) = 1 ∧ inner ℂ uR (sOp 1 (proj (-1)) uR) = 1 ∧
    inner ℂ uL (sOp 1 (proj 1) uR) = 1 / 2 ∧
    inner ℂ uR (sOp 1 (proj (-1)) uL) = -1 / 2 := by
  have hin : ∀ a b c d : ℂ, inner ℂ (!₂[a, b] : EuclideanSpace ℂ (Fin 2)) !₂[c, d]
      = conj a * c + conj b * d := by
    intro a b c d
    simp [PiLp.inner_apply, Fin.sum_univ_two, mul_comm]
  have hc : (((Real.sqrt 2)⁻¹ : ℝ) : ℂ) * (((Real.sqrt 2)⁻¹ : ℝ) : ℂ) = 1 / 2 := by
    rw [← Complex.ofReal_mul, ← mul_inv, Real.mul_self_sqrt (by norm_num)]
    norm_num
  simp only [inner_sOp, overlap, proj, uL, uR, hin, Finset.univ_unique, Finset.sum_singleton,
    Matrix.one_apply_eq, map_one, map_zero, map_neg, Complex.conj_ofReal]
  refine ⟨?_, ?_, ?_, ?_⟩
  · linear_combination 2 * hc
  · linear_combination 2 * hc
  · linear_combination hc
  · linear_combination -hc
```

In the proof, `hin` writes the inner product in components and `hc` records $(1/\sqrt2)^2=\tfrac12$; each of the four equations then follows from a multiple of `hc`.

## Augmentation functions with complex entries

The Hermiticity hypothesis allows complex off-diagonal functions, such as those that arise with complex spherical harmonics. For an explicit example, take the real, continuous function $t(r)=\max(0,1-|r|)$, which vanishes outside the unit ball, and multiply it by a constant $c$.

```lean
/-- The augmentation function `c max(0, 1 - |r|)`, supported in the unit ball. -/
def tent (c : ℂ) : CompactlySupportedContinuousMap Space3 ℂ where
  toFun r := c * ((max 0 (1 - ‖r‖) : ℝ) : ℂ)
  continuous_toFun := by fun_prop
  hasCompactSupport' := by
    refine HasCompactSupport.intro (isCompact_closedBall (0 : Space3) 1) fun r hr => ?_
    have h : 1 < ‖r‖ := by simpa using hr
    have h0 : max 0 (1 - ‖r‖) = 0 := max_eq_left (by linarith)
    simp [h0]
```

Setting $Q_{ij}(r)=c_{ij}\,t(r)$ with
$$c=\begin{pmatrix}1&i\\-i&1\end{pmatrix}$$
gives $Q_{ji}(r)=\overline{Q_{ij}(r)}$, because $c$ is Hermitian and $t$ is real. With indices counted from zero, as in Lean, $Q_{01}(0)=i$ at the origin $r=0$.

```lean
/-- The tent functions with coefficients `1, i; -i, 1` are Hermitian in their indices, and the
off-diagonal one takes the value `i` at the origin. -/
theorem hermitian_augmentation_witness :
    (∀ (i j : Fin 2) (r : Space3),
      tent (!![1, Complex.I; -Complex.I, 1] j i) r =
        conj (tent (!![1, Complex.I; -Complex.I, 1] i j) r)) ∧
    tent (!![1, Complex.I; -Complex.I, 1] (0 : Fin 2) (1 : Fin 2)) 0 = Complex.I := by
  have ht : ∀ (c : ℂ) (r : Space3), tent c r = c * ((max 0 (1 - ‖r‖) : ℝ) : ℂ) :=
    fun _ _ => rfl
  constructor
  · intro i j r
    rw [ht, ht, map_mul, Complex.conj_ofReal]
    congr 1
    fin_cases i <;> fin_cases j <;> simp
  · rw [ht]
    simp

end

end UltrasoftLinkOverlap
```

```lean
#print axioms UltrasoftLinkOverlap.overlap_reverse_link
#print axioms UltrasoftLinkOverlap.reverse_iff_adjoint
#print axioms UltrasoftLinkOverlap.string_phase_reverse
#print axioms UltrasoftLinkOverlap.sOp_not_conjugated
```

```
'UltrasoftLinkOverlap.overlap_reverse_link' depends on axioms: [propext, Classical.choice, Quot.sound]
'UltrasoftLinkOverlap.reverse_iff_adjoint' depends on axioms: [propext, Classical.choice, Quot.sound]
'UltrasoftLinkOverlap.string_phase_reverse' depends on axioms: [propext, Classical.choice, Quot.sound]
'UltrasoftLinkOverlap.sOp_not_conjugated' depends on axioms: [propext, Classical.choice, Quot.sound]
```
